# Parallel side-by-side charge pairs q, −q couple below the point-dipole value, and charges q, −2q, q couple without a dipole

## Charges, axes and units

A transition between two electronic states of a molecule is represented by real transition charges $c_i$ at heights $z_i$ on a straight line. They stand for the transition density, whose integral vanishes because the two states are orthogonal, so they sum to zero. A second, identical molecule stands parallel to the first at lateral distance $R>0$, with equal charges at equal heights. In units with $4\pi\varepsilon_0=1$, the Coulomb coupling is the sum over all intermolecular pairs,

$$V(R)=\sum_{i,j}\frac{c_i c_j}{\sqrt{R^2+(z_i-z_j)^2}} .$$

The point-dipole estimate replaces each molecule by its dipole moment. For moments $\mu,\nu$ separated by the vector $r$ it is

$$V_{\rm dd}=\frac{\mu\cdot\nu}{|r|^3}-\frac{3(\mu\cdot r)(\nu\cdot r)}{|r|^5}.$$

Two molecules are considered: the pair $q,-q$ at heights $\pm l/2$, and the triple $q,-2q,q$ at heights $l,0,-l$. Throughout, $s=\sqrt{R^2+l^2}$ and $t=\sqrt{R^2+4l^2}$.

## The pair: a strict bound and a limit

For $q\neq0$ and $l,R>0$ the claim is

$$V=2q^2\left(\frac1R-\frac1s\right)<V_{\rm dd}=\frac{q^2l^2}{R^3},\qquad \frac{V}{V_{\rm dd}}\to1\ \text{ as } R\to\infty .$$

**Closed forms.** Two of the four charge pairs are alike at distance $R$, and two are opposite at distance $s$, which gives $V$. Each dipole moment lies along the molecular axis, with signed component $ql$, and is perpendicular to $r$. The second term of $V_{\rm dd}$ therefore vanishes and the first is $q^2l^2/R^3$.

**A tangent inequality.** As a function of squared distance, the Coulomb potential is strictly convex. For positive $u\neq v$,

$$\frac1u-\frac1v+\frac{u^2-v^2}{2v^3}=\frac{u^3-3uv^2+2v^3}{2uv^3}=\frac{(u-v)^2(u+2v)}{2uv^3}>0 .$$

With $u=s$, $v=R$ and $s^2-R^2=l^2$ this reads $1/R-1/s<l^2/(2R^3)$. Multiplication by $2q^2$ gives $V<V_{\rm dd}$.

**The size of the deficit.** Expanding $V$ in $l/R$ gives a leading relative deficit of $\tfrac34(l/R)^2$. This is in fact a bound at every $R>0$. Substituting $l^2=(s-R)(s+R)$,

$$V-V_{\rm dd}\left(1-\frac{3l^2}{4R^2}\right)=\frac{q^2(s-R)}{4sR^5}\Big[8R^4-4sR^2(s+R)+3s(s-R)(s+R)^2\Big].$$

The bracket equals $3s^4+3s^3R-7s^2R^2-7sR^3+8R^4=(s-R)^2(3s^2+9sR+8R^2)$. Since $s\ge R$, the whole expression is non-negative. Hence

$$1-\frac34\left(\frac lR\right)^2\le\frac{V}{V_{\rm dd}}<1,$$

and the ratio is squeezed to 1.

## The triple: coupling without a dipole

The charges $q,-2q,q$ have zero total charge and zero dipole moment, since $ql-2q\cdot0-ql=0$. Of the nine charge pairs, three lie at distance $R$ with total weight $q^2+4q^2+q^2=6q^2$, four at distance $s$ with $-8q^2$, and two at distance $t$ with $2q^2$:

$$V=q^2\left(\frac6R-\frac8s+\frac2t\right).$$

Now take the tangent at $s^2$. Because $R^2-s^2=-l^2$ and $t^2-s^2=3l^2$,

$$\frac1R>\frac1s+\frac{l^2}{2s^3},\qquad \frac1t>\frac1s-\frac{3l^2}{2s^3}.$$

Six times the first plus twice the second cancels the $l^2$ terms and leaves $6/R+2/t>8/s$. So, for $q\neq0$ and $l>0$, $V>0$ at every separation $R>0$; at $R=l$ it is about $1.24\,q^2/l$.

## Numbers for an energy-transfer coupling

For two rigid, unscreened molecules that are each modelled by the charge pair, the pair formulas show how far the dipole approximation used in Förster theory shifts the Coulomb coupling in this parallel geometry. Exchange (Dexter) coupling is absent from the model.

One method for real molecules fits atomic charges to the electrostatic potential of each transition density and sums the Coulomb terms over the actual positions of the charges. The sum $V$ above is the special case of identical, parallel, level linear molecules. For the pair, in atomic units, take $q=0.2$ and $l=R=10$. The sum gives $V\approx0.00234$ hartree, while the dipole formula gives $0.00400$ hartree. Where the coupling is weak enough for a golden-rule rate, that rate is proportional to $V^2$. With all other factors fixed, the dipole formula at $R=l$ then makes it about 2.9 times too large, whatever the value of $q$. At $R=5l$ the bound limits the relative deficit in $V$ to 3 per cent.

## Molecules and couplings as Lean definitions

```lean
import Mathlib

open Filter Topology

namespace TransitionChargeCoupling

noncomputable section

/-- Physical space. -/
abbrev Space := EuclideanSpace ℝ (Fin 3)
```

Positions are vectors in Euclidean 3-space. The second molecule is displaced along the first coordinate, and the third coordinate is the height.

```lean
/-- The point at lateral position `R` and height `z`. -/
def site (R z : ℝ) : Space := !₂[R, 0, z]

/-- Points at heights `z i` on the vertical line at lateral position `R`. -/
def rod {n : ℕ} (z : Fin n → ℝ) (R : ℝ) : Fin n → Space := fun i => site R (z i)
```

`rod z R` is the list of charge positions of a molecule with heights `z` standing at lateral position `R`. The dipole moment is taken about the origin of space. For a neutral set of charges this choice of origin has no effect.

```lean
/-- Dipole moment, about the origin, of the point charges `c i` at the positions `x i`. -/
def moment {n : ℕ} (c : Fin n → ℝ) (x : Fin n → Space) : Space := ∑ i, c i • x i

/-- Coulomb coupling (units with 4πε₀ = 1) of two parallel copies of a linear molecule with
transition charges `c i` at heights `z i`, side by side at separation `R ≠ 0`. -/
def coupling {n : ℕ} (c z : Fin n → ℝ) (R : ℝ) : ℝ :=
  ∑ i, ∑ j, c i * c j / dist (rod z 0 i) (rod z R j)
```

`coupling` is the sum $V(R)$, written with actual distances between points. The same `c` and `z` serve both molecules, which fixes them as identical, parallel and level with each other.

```lean
/-- Interaction of two point dipoles `μ` and `ν` separated by the vector `r ≠ 0`. -/
def pointDipole (μ ν r : Space) : ℝ :=
  inner ℝ μ ν / ‖r‖ ^ 3 - 3 * inner ℝ μ r * inner ℝ ν r / ‖r‖ ^ 5

/-- Point-dipole estimate of `coupling`, for neutral molecules (the `c i` sum to zero) and `R ≠ 0`:
each molecule is replaced by its dipole moment. -/
def dipoleEstimate {n : ℕ} (c z : Fin n → ℝ) (R : ℝ) : ℝ :=
  pointDipole (moment c (rod z 0)) (moment c (rod z R)) (site R 0)
```

`dipoleEstimate` applies the general dipole formula to the computed moments, so the value $q^2l^2/R^3$ has to be derived.

## Distances, inner products and the tangent

```lean
/-- Distance between a point of the first molecular axis and a point of the second. -/
theorem dist_site (R z w : ℝ) :
    dist (site 0 z) (site R w) = Real.sqrt (R ^ 2 + (z - w) ^ 2) := by
  rw [EuclideanSpace.dist_eq]
  simp [site, Fin.sum_univ_three, Real.dist_eq, sq_abs]

/-- Inner product of two position vectors in the plane of the molecules. -/
theorem inner_site (a z b w : ℝ) : inner ℝ (site a z) (site b w) = a * b + z * w := by
  simp [site, PiLp.inner_apply, Fin.sum_univ_three]
  ring
```

These two lemmas turn the geometry into algebra: the first gives $\sqrt{R^2+(z-w)^2}$, the second the inner product needed in the dipole formula.

```lean
/-- The Coulomb potential, as a function of the squared distance, lies strictly above its
tangent at `v ^ 2` at every other squared distance `u ^ 2`, for positive `u` and `v`. -/
theorem coulomb_above_tangent {u v : ℝ} (hu : 0 < u) (hv : 0 < v) (h : u ≠ v) :
    1 / v - (u ^ 2 - v ^ 2) * (1 / (2 * v ^ 3)) < 1 / u := by
  have key : 1 / u - (1 / v - (u ^ 2 - v ^ 2) * (1 / (2 * v ^ 3)))
      = (u - v) ^ 2 * (u + 2 * v) / (2 * u * v ^ 3) := by
    field_simp
    ring
  have h1 : u - v ≠ 0 := sub_ne_zero.mpr h
  have h2 : 0 < (u - v) ^ 2 := by positivity
  have h3 : 0 < (u - v) ^ 2 * (u + 2 * v) / (2 * u * v ^ 3) :=
    div_pos (mul_pos h2 (by positivity)) (by positivity)
  linarith
```

This is the tangent inequality. The identity `key` is the factorisation above, verified by `field_simp` and `ring`. The hypothesis `u ≠ v` makes the squared factor strictly positive.

## The pair theorems

```lean
/-- Two side-by-side pairs of charges `q`, `-q` of length `l` at separation `R > 0` couple by
`2q²(1/R - 1/√(R² + l²))`. -/
theorem pair_coupling (q l : ℝ) {R : ℝ} (hR : 0 < R) :
    coupling ![q, -q] ![l / 2, -(l / 2)] R
      = 2 * q ^ 2 * (1 / R - 1 / Real.sqrt (R ^ 2 + l ^ 2)) := by
  have e0 : (0 : ℝ) ^ 2 = 0 := by norm_num
  have e1 : (l / 2 + l / 2) ^ 2 = l ^ 2 := by ring
  have e2 : (-(l / 2) - l / 2) ^ 2 = l ^ 2 := by ring
  simp only [coupling, rod, dist_site, Fin.sum_univ_two, Matrix.cons_val_zero,
    Matrix.cons_val_one, sub_self, sub_neg_eq_add, neg_add_cancel,
    e0, e1, e2, add_zero, Real.sqrt_sq hR.le]
  ring
```

The `simp only` call expands the four terms of the double sum and evaluates their distances, and `ring` collects them. The formula holds for all real `q` and `l`.

```lean
/-- The point-dipole estimate for two side-by-side pairs of charges `q`, `-q` of length `l` at
separation `R > 0` is `q²l²/R³`. -/
theorem pair_estimate (q l : ℝ) {R : ℝ} (hR : 0 < R) :
    dipoleEstimate ![q, -q] ![l / 2, -(l / 2)] R = q ^ 2 * l ^ 2 / R ^ 3 := by
  -- each pair has dipole moment `q l` along its axis
  have hm : ∀ a, moment ![q, -q] (rod ![l / 2, -(l / 2)] a) = site 0 (q * l) := by
    intro a
    ext i
    fin_cases i <;> simp [moment, rod, site, Fin.sum_univ_two]
    ring
  have hn : ‖site R 0‖ = R := by
    rw [EuclideanSpace.norm_eq]
    simp [site, Fin.sum_univ_three, Real.sqrt_sq_eq_abs, abs_of_pos hR]
  simp only [dipoleEstimate, pointDipole, hm, inner_site, hn]
  ring
```

Here `hm` states that the dipole moment is $ql$ along the axis wherever the molecule stands, and `hn` that the separation vector has length $R$.

```lean
/-- For nonzero charge, positive length and positive separation, the coupling of two
side-by-side extended dipoles is strictly below the point-dipole estimate. -/
theorem pair_coupling_lt_estimate {q l R : ℝ} (hq : q ≠ 0) (hl : 0 < l) (hR : 0 < R) :
    coupling ![q, -q] ![l / 2, -(l / 2)] R
      < dipoleEstimate ![q, -q] ![l / 2, -(l / 2)] R := by
  rw [pair_coupling q l hR, pair_estimate q l hR]
  obtain ⟨s, hs⟩ : ∃ s, s = Real.sqrt (R ^ 2 + l ^ 2) := ⟨_, rfl⟩
  have hs0 : 0 < s := by rw [hs]; positivity
  have hs2 : s ^ 2 = R ^ 2 + l ^ 2 := by rw [hs]; exact Real.sq_sqrt (by positivity)
  rw [← hs]
  have hne : s ≠ R := by
    intro h
    rw [h] at hs2
    linarith [pow_pos hl 2]
  -- tangent at the squared distance `R ^ 2`
  have ht := coulomb_above_tangent hs0 hR hne
  rw [show s ^ 2 - R ^ 2 = l ^ 2 by linarith] at ht
  have h2 : 2 * (1 / R - 1 / s) < 2 * (l ^ 2 * (1 / (2 * R ^ 3))) := by linarith
  have hq2 : 0 < q ^ 2 := by positivity
  calc 2 * q ^ 2 * (1 / R - 1 / s) = q ^ 2 * (2 * (1 / R - 1 / s)) := by ring
    _ < q ^ 2 * (2 * (l ^ 2 * (1 / (2 * R ^ 3)))) := mul_lt_mul_of_pos_left h2 hq2
    _ = q ^ 2 * l ^ 2 / R ^ 3 := by ring
```

The proof names the square root `s`, shows that it differs from `R` because $l>0$, and applies the tangent lemma at $R^2$. The `calc` block multiplies by $q^2$. If $q$ or $l$ were zero, both couplings would vanish and the strict inequality would fail.

```lean
/-- For two side-by-side pairs of charges `q`, `-q` of length `l` at separation `R > 0`, the
coupling falls short of the point-dipole estimate by at most the fraction `(3/4)(l/R)²` of that
estimate. -/
theorem estimate_mul_le_pair_coupling (q l : ℝ) {R : ℝ} (hR : 0 < R) :
    dipoleEstimate ![q, -q] ![l / 2, -(l / 2)] R * (1 - 3 / 4 * (l / R) ^ 2)
      ≤ coupling ![q, -q] ![l / 2, -(l / 2)] R := by
  rw [pair_coupling q l hR, pair_estimate q l hR]
  obtain ⟨s, hs⟩ : ∃ s, s = Real.sqrt (R ^ 2 + l ^ 2) := ⟨_, rfl⟩
  have hs0 : 0 < s := by rw [hs]; positivity
  have hl2 : l ^ 2 = s ^ 2 - R ^ 2 := by
    rw [hs, Real.sq_sqrt (by positivity)]
    ring
  have hRs : 0 ≤ s - R := by nlinarith [sq_nonneg l]
  rw [← hs, div_pow, hl2]
  -- the difference of the two sides factorises
  have key : 2 * q ^ 2 * (1 / R - 1 / s)
      - q ^ 2 * (s ^ 2 - R ^ 2) / R ^ 3 * (1 - 3 / 4 * ((s ^ 2 - R ^ 2) / R ^ 2))
      = q ^ 2 * ((s - R) ^ 3 * (3 * s ^ 2 + 9 * s * R + 8 * R ^ 2) / (4 * s * R ^ 5)) := by
    field_simp
    ring
  have hpos : 0 ≤ q ^ 2 *
      ((s - R) ^ 3 * (3 * s ^ 2 + 9 * s * R + 8 * R ^ 2) / (4 * s * R ^ 5)) :=
    mul_nonneg (sq_nonneg q)
      (div_nonneg (mul_nonneg (pow_nonneg hRs 3) (by positivity)) (by positivity))
  linarith
```

This is the lower bound, in the form "estimate times $(1-\tfrac34(l/R)^2)$ is at most the coupling". After `l ^ 2` is replaced by `s ^ 2 - R ^ 2`, `key` is the factorisation with $(s-R)^3$, and `hpos` records its sign.

```lean
/-- For two side-by-side pairs of charges `q`, `-q`, with `q` nonzero and length `l > 0`, the ratio
of the coupling to its point-dipole estimate tends to 1 as the separation grows. -/
theorem pair_ratio_tendsto_one {q l : ℝ} (hq : q ≠ 0) (hl : 0 < l) :
    Tendsto (fun R => coupling ![q, -q] ![l / 2, -(l / 2)] R
      / dipoleEstimate ![q, -q] ![l / 2, -(l / 2)] R) atTop (𝓝 1) := by
  have h0 : Tendsto (fun R : ℝ => l / R) atTop (𝓝 0) :=
    tendsto_const_nhds.div_atTop tendsto_id
  have h1 : Tendsto (fun R : ℝ => 1 - 3 / 4 * (l / R) ^ 2) atTop (𝓝 1) := by
    simpa using ((h0.pow 2).const_mul (3 / 4)).const_sub 1
  have hpos : ∀ R : ℝ, 0 < R → 0 < dipoleEstimate ![q, -q] ![l / 2, -(l / 2)] R := by
    intro R hR
    rw [pair_estimate q l hR]
    positivity
  -- squeeze between the error bound and 1
  refine tendsto_of_tendsto_of_tendsto_of_le_of_le' h1 tendsto_const_nhds ?_ ?_
  · filter_upwards [eventually_gt_atTop 0] with R hR
    rw [le_div_iff₀ (hpos R hR), mul_comm]
    exact estimate_mul_le_pair_coupling q l hR
  · filter_upwards [eventually_gt_atTop 0] with R hR
    exact (div_le_one (hpos R hR)).2 (pair_coupling_lt_estimate hq hl hR).le
```

`Tendsto … atTop (𝓝 1)` is the limit $R\to\infty$. The lower function tends to 1 by `h1` and the upper one is constant. The two `filter_upwards` steps supply the inequalities for $R>0$, after division by the estimate, which `hpos` shows to be positive.

## The triple theorems

```lean
/-- Coupling of two side-by-side copies of the collinear charges `q`, `-2q`, `q` at spacing `l`,
at separation `R > 0`. -/
theorem triple_coupling (q l : ℝ) {R : ℝ} (hR : 0 < R) :
    coupling ![q, -2 * q, q] ![l, 0, -l] R
      = q ^ 2 * (6 * (1 / R) - 8 * (1 / Real.sqrt (R ^ 2 + l ^ 2))
        + 2 * (1 / Real.sqrt (R ^ 2 + 4 * l ^ 2))) := by
  have e0 : (0 : ℝ) ^ 2 = 0 := by norm_num
  have e1 : (l + l) ^ 2 = 4 * l ^ 2 := by ring
  have e2 : (-l - l) ^ 2 = 4 * l ^ 2 := by ring
  simp only [coupling, rod, dist_site, Fin.sum_univ_three, Matrix.cons_val_zero,
    Matrix.cons_val_one, Matrix.cons_val, sub_self, sub_zero, zero_sub, sub_neg_eq_add,
    neg_add_cancel, zero_add, neg_sq, e0, e1, e2, add_zero, Real.sqrt_sq hR.le]
  ring
```

The nine terms are collected as in the derivation, with weights 6, −8 and 2.

```lean
/-- The charges `q`, `-2q`, `q` at spacing `l > 0`, with `q` nonzero, have zero dipole moment,
yet two side-by-side copies have positive coupling at every separation `R > 0`. -/
theorem triple_zero_dipole_pos_coupling {q l R : ℝ} (hq : q ≠ 0) (hl : 0 < l) (hR : 0 < R) :
    (∀ a, moment ![q, -2 * q, q] (rod ![l, 0, -l] a) = 0) ∧
      0 < coupling ![q, -2 * q, q] ![l, 0, -l] R := by
  constructor
  · intro a
    ext i
    fin_cases i <;> simp [moment, rod, site, Fin.sum_univ_three]
    ring
  · rw [triple_coupling q l hR]
    obtain ⟨s, hs⟩ : ∃ s, s = Real.sqrt (R ^ 2 + l ^ 2) := ⟨_, rfl⟩
    obtain ⟨t, ht⟩ : ∃ t, t = Real.sqrt (R ^ 2 + 4 * l ^ 2) := ⟨_, rfl⟩
    have hs0 : 0 < s := by rw [hs]; positivity
    have ht0 : 0 < t := by rw [ht]; positivity
    have hs2 : s ^ 2 = R ^ 2 + l ^ 2 := by rw [hs]; exact Real.sq_sqrt (by positivity)
    have ht2 : t ^ 2 = R ^ 2 + 4 * l ^ 2 := by rw [ht]; exact Real.sq_sqrt (by positivity)
    rw [← hs, ← ht]
    have hl2 := pow_pos hl 2
    have n1 : R ≠ s := by
      intro h
      rw [← h] at hs2
      linarith
    have n2 : t ≠ s := by
      intro h
      rw [h] at ht2
      linarith
    -- the tangent at `s ^ 2` cancels with weights 6 and 2
    have h1 := coulomb_above_tangent hR hs0 n1
    have h2 := coulomb_above_tangent ht0 hs0 n2
    rw [show R ^ 2 - s ^ 2 = -l ^ 2 by linarith] at h1
    rw [show t ^ 2 - s ^ 2 = 3 * l ^ 2 by linarith] at h2
    have hq2 : 0 < q ^ 2 := by positivity
    exact mul_pos hq2 (by linarith)

end

end TransitionChargeCoupling
```

The first half of the statement says that the moment vanishes at every lateral position `a`, so it applies to both copies; it is checked coordinate by coordinate. The second half is the positive coupling. `h1` and `h2` are the tangent inequalities for $1/R$ and $1/t$, and the last `linarith` finds the combination with weights 6 and 2.

```lean
#print axioms TransitionChargeCoupling.pair_ratio_tendsto_one
#print axioms TransitionChargeCoupling.triple_zero_dipole_pos_coupling
```

```
'TransitionChargeCoupling.pair_ratio_tendsto_one' depends on axioms: [propext, Classical.choice, Quot.sound]
'TransitionChargeCoupling.triple_zero_dipole_pos_coupling' depends on axioms: [propext, Classical.choice, Quot.sound]
```
